# A nonpolar crystal has no linear piezoelectric response to pure pressure

A piezoelectric crystal sits in a fluid that presses on it equally from all sides. Shearing the crystal, or squeezing it along one axis, may polarize it. Whether uniform pressure can do so depends on the crystal's symmetry.

Work in $n$ dimensions, with indices running over a finite type `ι` of $n$ elements. All components are real and refer to an orthonormal basis.

```lean
import Mathlib

open Matrix

namespace HydrostaticPiezoelectricity

noncomputable section

variable {ι : Type*} [Fintype ι] [DecidableEq ι]
```

The piezoelectric tensor is an array $d_{ijk}$, where $i$ belongs to the polarization and $j,k$ to the stress. A matrix $R$ acts on all three indices:
$$(T_R d)_{ijk}=\sum_{a,b,c}R_{ia}R_{jb}R_{kc}\,d_{abc}.$$

```lean
/-- The third-rank tensor `d` after the linear map `R` has acted on all three indices. -/
def transform (R : Matrix ι ι ℝ) (d : ι → ι → ι → ℝ) : ι → ι → ι → ℝ :=
  fun i j k => ∑ a, ∑ b, ∑ c, R i a * R j b * R k c * d a b c
```

Let $G$ be a set of symmetry operations. It need not be a group, so generators suffice. The tensor is invariant if $T_Rd=d$ for every $R\in G$. That a crystal's tensor has this property is Neumann's principle: a material property shares the symmetry of the crystal. It is assumed here.

```lean
/-- The tensor `d` is unchanged by every symmetry operation in `G`. -/
def IsInvariant (G : Set (Matrix ι ι ℝ)) (d : ι → ι → ι → ℝ) : Prop :=
  ∀ R ∈ G, transform R d = d
```

"Nonpolar" means that no nonzero vector is left fixed by every operation in $G$: if $Rv=v$ for all $R\in G$, then $v=0$.

```lean
/-- The set `G` of symmetry operations is nonpolar: its only common fixed vector is zero. -/
def Nonpolar (G : Set (Matrix ι ι ℝ)) : Prop :=
  ∀ v : ι → ℝ, (∀ R ∈ G, R *ᵥ v = v) → v = 0
```

The response is linear, $P_i=\sum_{jk}d_{ijk}\sigma_{jk}$, so $P$ is the polarization induced by the stress $\sigma$. Any spontaneous polarization is left out.

```lean
/-- The polarization `P_i = ∑ d_ijk σ_jk` produced by the stress `σ`. -/
def polarization (d : ι → ι → ι → ℝ) (σ : Matrix ι ι ℝ) : ι → ℝ :=
  fun i => ∑ j, ∑ k, d i j k * σ j k
```

Tension counts as positive, so a pressure $p$ is the stress $\sigma_{jk}=-p\,\delta_{jk}$.

```lean
/-- The stress `-p δ_jk` of a pure pressure `p`. -/
def pressureStress (p : ℝ) : Matrix ι ι ℝ :=
  fun j k => if j = k then -p else 0
```

Finally, the hydrostatic response is the vector $h(d)_i=\sum_j d_{ijj}$.

```lean
/-- The hydrostatic response `h_i = ∑ d_ijj`. -/
def hydrostatic (d : ι → ι → ι → ℝ) : ι → ℝ :=
  fun i => ∑ j, d i j j
```

## (a) Polarization under pressure

**Task.** For any tensor $d$ and pressure $p$, show that
$$P_i=-p\,h(d)_i.$$

**Solution.** Insert the stress and let the delta remove the sum over $k$:
$$P_i=\sum_{j,k}d_{ijk}(-p\,\delta_{jk})=-p\sum_j d_{ijj}.$$
In Lean, `Finset.sum_ite_eq` removes the sum over $k$, and `Finset.mul_sum` handles the factor $-p$.

```lean
/-- The polarization under pressure `p` is `-p` times the hydrostatic response. -/
theorem polarization_pressure (d : ι → ι → ι → ℝ) (p : ℝ) (i : ι) :
    polarization d (pressureStress p) i = -p * hydrostatic d i := by
  simp only [polarization, pressureStress, hydrostatic, mul_ite, mul_zero,
    Finset.sum_ite_eq, Finset.mem_univ, if_true]
  rw [Finset.mul_sum]
  exact Finset.sum_congr rfl fun j _ => by ring
```

## (b) The hydrostatic response under an orthogonal map

**Task.** Let $R^{\mathsf T}R=1$. Show that
$$h(T_Rd)=R\,h(d).$$

**Solution.** Set $k=j$ in the transformed tensor and sum over $j$ first:
$$h(T_Rd)_i=\sum_{a,b,c}R_{ia}d_{abc}\sum_jR_{jb}R_{jc}
=\sum_{a,b,c}R_{ia}d_{abc}\,\delta_{bc}=\sum_aR_{ia}h(d)_a.$$
The three uses of `Finset.sum_comm` move the sum over $j$ inward. The local fact `h` is the orthogonality of the columns. Reflections and inversion are included, since the determinant plays no part.

```lean
/-- Under an orthogonal map the hydrostatic response transforms as a vector. -/
theorem hydrostatic_transform {R : Matrix ι ι ℝ} (hR : Rᵀ * R = 1)
    (d : ι → ι → ι → ℝ) :
    hydrostatic (transform R d) = R *ᵥ hydrostatic d := by
  -- orthogonality of the columns of `R`
  have h : ∀ b c, ∑ j, R j b * R j c = if b = c then (1 : ℝ) else 0 := by
    intro b c
    simpa [Matrix.mul_apply, Matrix.one_apply] using congrFun (congrFun hR b) c
  funext i
  calc ∑ j, ∑ a, ∑ b, ∑ c, R i a * R j b * R j c * d a b c
      = ∑ a, ∑ b, ∑ c, R i a * d a b c * ∑ j, R j b * R j c := by
        rw [Finset.sum_comm]
        refine Finset.sum_congr rfl fun a _ => ?_
        rw [Finset.sum_comm]
        refine Finset.sum_congr rfl fun b _ => ?_
        rw [Finset.sum_comm]
        refine Finset.sum_congr rfl fun c _ => ?_
        rw [Finset.mul_sum]
        exact Finset.sum_congr rfl fun j _ => by ring
    _ = (R *ᵥ hydrostatic d) i := by
        simp only [h]
        simp only [mul_ite, mul_one, mul_zero, Finset.sum_ite_eq, Finset.mem_univ,
          if_true, Matrix.mulVec, dotProduct, hydrostatic, Finset.mul_sum]
```

## (c) A vector times the identity

**Task.** Let $R^{\mathsf T}R=1$ and $d_{ijk}=v_i\delta_{jk}$. Show that
$$(T_Rd)_{ijk}=(Rv)_i\,\delta_{jk}.$$

**Solution.** The sum factorizes:
$$(T_Rd)_{ijk}=\Big(\sum_aR_{ia}v_a\Big)\Big(\sum_bR_{jb}R_{kb}\Big)=(Rv)_i\,(RR^{\mathsf T})_{jk}.$$
For a square matrix, $R^{\mathsf T}R=1$ implies $RR^{\mathsf T}=1$, which Lean takes from `mul_eq_one_comm`. The proof then writes $\delta_{jk}$ as a product of rows and compares the two double sums term by term.

```lean
/-- An orthogonal map takes the tensor `v_i δ_jk` to `(R v)_i δ_jk`. -/
theorem transform_vector_delta {R : Matrix ι ι ℝ} (hR : Rᵀ * R = 1) (v : ι → ℝ) :
    transform R (fun i j k => v i * if j = k then 1 else 0) =
      fun i j k => (R *ᵥ v) i * if j = k then 1 else 0 := by
  have hR' : R * Rᵀ = 1 := mul_eq_one_comm.mp hR
  -- orthogonality of the rows of `R`
  have h : ∀ j k, ∑ b, R j b * R k b = if j = k then (1 : ℝ) else 0 := by
    intro j k
    simpa [Matrix.mul_apply, Matrix.one_apply] using congrFun (congrFun hR' j) k
  funext i j k
  rw [← h j k]
  simp only [transform, Matrix.mulVec, dotProduct, mul_ite, mul_one, mul_zero,
    Finset.sum_ite_eq, Finset.mem_univ, if_true]
  rw [Finset.sum_mul_sum]
  exact Finset.sum_congr rfl fun a _ => Finset.sum_congr rfl fun b _ => by ring
```

## (d) Which hydrostatic responses are possible

**Task.** Let every $R\in G$ be orthogonal. Show that, for each vector $v$,
$$\big(\exists\,d \text{ invariant},\ d_{ijk}=d_{ikj},\ h(d)=v\big)\iff Rv=v\ \text{ for all }R\in G.$$

**Solution.** If $d$ is invariant, (b) gives $R\,h(d)=h(T_Rd)=h(d)$, so $v=h(d)$ is fixed.

Conversely, let $v$ be fixed and $n\ge1$. Take $d_{ijk}=v_i\delta_{jk}/n$. It is symmetric in $j,k$, it is invariant by (c), and $h(d)_i=\sum_jv_i/n=v_i$. For $n=0$ the only vector is zero and nothing remains to check. The three bullets after `refine` verify symmetry, invariance and the value of $h(d)$, in that order.

```lean
/-- The hydrostatic responses of the invariant piezoelectric tensors (symmetric in the stress
indices) are exactly the vectors fixed by all symmetry operations. -/
theorem hydrostatic_response_iff_fixed {G : Set (Matrix ι ι ℝ)}
    (hG : ∀ R ∈ G, Rᵀ * R = 1) (v : ι → ℝ) :
    (∃ d : ι → ι → ι → ℝ, (∀ i j k, d i j k = d i k j) ∧ IsInvariant G d ∧
      hydrostatic d = v) ↔ ∀ R ∈ G, R *ᵥ v = v := by
  constructor
  · rintro ⟨d, -, hd, rfl⟩ R hR
    rw [← hydrostatic_transform (hG R hR) d, hd R hR]
  · intro hv
    -- spread the fixed vector evenly over the normal stresses
    refine ⟨fun i j k => ((Fintype.card ι : ℝ)⁻¹ • v) i * if j = k then 1 else 0,
      ?_, ?_, ?_⟩
    · intro i j k
      simp only [eq_comm]
    · intro R hR
      rw [transform_vector_delta (hG R hR), Matrix.mulVec_smul, hv R hR]
    · funext i
      have hn : (Fintype.card ι : ℝ) ≠ 0 := by
        have : Nonempty ι := ⟨i⟩
        exact Nat.cast_ne_zero.mpr Fintype.card_ne_zero
      simp only [hydrostatic, if_true, mul_one, Finset.sum_const, Finset.card_univ,
        nsmul_eq_mul, Pi.smul_apply, smul_eq_mul]
      rw [← mul_assoc, mul_inv_cancel₀ hn, one_mul]
```

## (e) Nonpolar crystals under pressure

**Task.** Let $G$ be orthogonal and nonpolar, and let $d$ be invariant. Show that
$$\sum_jd_{ijj}=0\ \text{ for every } i,\qquad P=0\ \text{ for every pressure } p.$$

**Solution.** By (b) and invariance, $R\,h(d)=h(d)$ for all $R\in G$. Since $G$ is nonpolar, $h(d)=0$, and (a) gives $P=-p\cdot0=0$. Symmetry of $d$ in $j,k$ is not needed. In Lean, `apply hfix` reduces $h(d)=0$ to the fixed-vector condition.

In the smallest interesting case, $n=1$ with $G=\{-1\}$, invariance reads $-d=d$, so the whole tensor vanishes.

Within linear response, a piezoelectric tensor computed from electronic structure for a nonpolar crystal can be checked against these vanishing sums.

```lean
/-- In a nonpolar crystal the hydrostatic response vanishes, and pure pressure produces no
polarization. -/
theorem nonpolar_no_pressure_response {G : Set (Matrix ι ι ℝ)}
    (hG : ∀ R ∈ G, Rᵀ * R = 1) (hfix : Nonpolar G)
    {d : ι → ι → ι → ℝ} (hd : IsInvariant G d) :
    (∀ i, ∑ j, d i j j = 0) ∧ ∀ p, polarization d (pressureStress p) = 0 := by
  have h0 : hydrostatic d = 0 := by
    apply hfix
    intro R hR
    rw [← hydrostatic_transform (hG R hR) d, hd R hR]
  refine ⟨fun i => congrFun h0 i, fun p => ?_⟩
  funext i
  rw [polarization_pressure, h0]
  simp
```

## (f) A test for polarity

**Task.** For orthogonal $G$, show that
$$G\text{ nonpolar}\iff P=0\text{ for all } p\text{ and all invariant } d\text{ with }d_{ijk}=d_{ikj}.$$

**Solution.** The forward direction is (e). For the reverse, let $v$ be fixed by $G$. By (d) some allowed tensor has $h(d)=v$. At $p=1$, (a) gives $0=P=-v$, so $v=0$. The statement concerns all tensors that the symmetry allows; a particular polar crystal may still have $h(d)=0$.

```lean
/-- A set of orthogonal symmetry operations is nonpolar if and only if no piezoelectric tensor
it allows produces a polarization under pure pressure. -/
theorem nonpolar_iff_no_pressure_polarization {G : Set (Matrix ι ι ℝ)}
    (hG : ∀ R ∈ G, Rᵀ * R = 1) :
    Nonpolar G ↔ ∀ d : ι → ι → ι → ℝ, (∀ i j k, d i j k = d i k j) →
      IsInvariant G d → ∀ p, polarization d (pressureStress p) = 0 := by
  constructor
  · intro hfix d _ hd
    exact (nonpolar_no_pressure_response hG hfix hd).2
  · intro h v hv
    obtain ⟨d, hs, hd, rfl⟩ := (hydrostatic_response_iff_fixed hG v).mpr hv
    funext i
    have h1 := congrFun (h d hs hd 1) i
    rw [polarization_pressure] at h1
    simp only [Pi.zero_apply] at h1 ⊢
    linarith
```

## (g) Diagonal symmetry operations

Crystal class 222 shows that a nonpolar crystal can still be piezoelectric. With axes numbered $0,1,2$, its generators are $\mathrm{diag}(1,-1,-1)$ and $\mathrm{diag}(-1,-1,1)$.

```lean
/-- The twofold rotations about the `x` and `z` axes, which generate crystal class 222. -/
def class222 : Set (Matrix (Fin 3) (Fin 3) ℝ) :=
  {Matrix.diagonal ![1, -1, -1], Matrix.diagonal ![-1, -1, 1]}
```

The candidate tensor has $d_{ijk}=a_i$ when $i,j,k$ are all different, and zero otherwise.

```lean
/-- The tensor with `d_ijk = a_i` when `i, j, k` are all different, and zero otherwise. -/
def shearTensor (a : Fin 3 → ℝ) : Fin 3 → Fin 3 → Fin 3 → ℝ :=
  fun i j k => if i ≠ j ∧ j ≠ k ∧ i ≠ k then a i else 0
```

**Task.** For $R=\mathrm{diag}(s)$, in any dimension, show that
$$(T_Rd)_{ijk}=s_is_js_k\,d_{ijk}.$$

**Solution.** Since $R_{ia}=s_i\delta_{ia}$, only $a=i$, $b=j$, $c=k$ survives. Each `Finset.sum_eq_single` reduces one of the three nested sums to a single value of its index.

```lean
/-- A diagonal map multiplies each tensor component by the three matching diagonal entries. -/
theorem transform_diagonal (s : ι → ℝ) (d : ι → ι → ι → ℝ) (i j k : ι) :
    transform (Matrix.diagonal s) d i j k = s i * s j * s k * d i j k := by
  unfold transform
  rw [Finset.sum_eq_single i, Finset.sum_eq_single j, Finset.sum_eq_single k]
  · simp only [Matrix.diagonal_apply_eq]
  all_goals first
    | (intro a _ h; simp [Matrix.diagonal_apply_ne _ h.symm])
    | simp
```

## (h) Crystal class 222

**Task.** Show that both generators are orthogonal, that together they are nonpolar, and that they leave the candidate tensor invariant for every choice of $a$, with
$$d_{012}=a_0,\qquad d_{120}=a_1,\qquad d_{201}=a_2.$$

**Solution.** The diagonal entries are $\pm1$, so each generator squares to the identity. A vector fixed by the first has $v_1=v_2=0$, and one fixed by the second has $v_0=0$. By (g), a component with three different indices is multiplied by $s_0s_1s_2=1$; all others are zero and stay zero. The listed values follow from the definition. Lean checks orthogonality and invariance component by component with `fin_cases`.

For numbers, take $a=(2,3,5)$ in arbitrary units. A shear $\sigma_{12}=\sigma_{21}=1$ gives $P_0=d_{012}+d_{021}=4$ and $P_1=P_2=0$. Under pressure only the components $d_{ijj}$ enter; they are all zero, and so is $P$.

```lean
/-- The generators of class 222 are orthogonal and nonpolar, and they leave invariant the shear
tensor with three freely chosen coefficients. -/
theorem class222_witness (a : Fin 3 → ℝ) :
    (∀ R ∈ class222, Rᵀ * R = 1) ∧ Nonpolar class222 ∧
      IsInvariant class222 (shearTensor a) ∧
      shearTensor a 0 1 2 = a 0 ∧ shearTensor a 1 2 0 = a 1 ∧
      shearTensor a 2 0 1 = a 2 := by
  refine ⟨?_, ?_, ?_, by simp [shearTensor], by simp [shearTensor], by simp [shearTensor]⟩
  · intro R hR
    simp only [class222, Set.mem_insert_iff, Set.mem_singleton_iff] at hR
    rcases hR with rfl | rfl <;> ext i j <;> fin_cases i <;> fin_cases j <;>
      simp [Matrix.mul_apply, Matrix.diagonal_apply]
  · intro v hv
    have hx := hv (Matrix.diagonal ![1, -1, -1]) (by simp [class222])
    have hz := hv (Matrix.diagonal ![-1, -1, 1]) (by simp [class222])
    -- each component is reversed by one of the two rotations
    have e0 : (-1 : ℝ) * v 0 = v 0 := by
      have := congrFun hz 0
      rw [Matrix.mulVec_diagonal] at this
      exact this
    have e1 : (-1 : ℝ) * v 1 = v 1 := by
      have := congrFun hx 1
      rw [Matrix.mulVec_diagonal] at this
      exact this
    have e2 : (-1 : ℝ) * v 2 = v 2 := by
      have := congrFun hx 2
      rw [Matrix.mulVec_diagonal] at this
      exact this
    funext i
    fin_cases i
    · show v 0 = 0
      linarith
    · show v 1 = 0
      linarith
    · show v 2 = 0
      linarith
  · intro R hR
    simp only [class222, Set.mem_insert_iff, Set.mem_singleton_iff] at hR
    rcases hR with rfl | rfl <;> funext i j k <;> rw [transform_diagonal] <;>
      fin_cases i <;> fin_cases j <;> fin_cases k <;> simp [shearTensor]

end

end HydrostaticPiezoelectricity
```

```lean
#print axioms HydrostaticPiezoelectricity.nonpolar_no_pressure_response
#print axioms HydrostaticPiezoelectricity.nonpolar_iff_no_pressure_polarization
```

```
'HydrostaticPiezoelectricity.nonpolar_no_pressure_response' depends on axioms: [propext, Classical.choice, Quot.sound]
'HydrostaticPiezoelectricity.nonpolar_iff_no_pressure_polarization' depends on axioms: [propext, Classical.choice, Quot.sound]
```
